# Action of a weighted sum of 1 − 2nᵢ on a product of collective pair creators applied to the vacuum

On finitely many levels, each empty or holding one hard-core pair, `polaritySum_pairState` concerns the unnormalised state made by applying a finite product of collective pair creators ∑ᵢ wᵢ b⁺ᵢ, each with its own complex amplitudes, to the vacuum. It states that ∑ᵢ vᵢ(1 − 2nᵢ), with complex weights vᵢ, sends this state to ∑ᵢ vᵢ times itself, minus twice a sum of states, one for each creator in the product, in which that creator's amplitudes wᵢ are replaced by vᵢwᵢ. The attempt goes by induction on the set of labels of the creators. The empty set is to follow from the action on the vacuum, and adding a label uses the commutation relation `polaritySum_mul_raise`.

This version doesn't compile in Lean 4 with Mathlib:

```lean
import Mathlib

open Finset

namespace RichardsonGaudinZeroField

noncomputable section

variable {ι α : Type*} [Fintype ι] [DecidableEq ι] [DecidableEq α]

/-- Hard-core pair states: a complex amplitude for each set of occupied levels. -/
abbrev Fock (ι : Type*) := Finset ι → ℂ

/-- The state with no pairs. -/
def vacuum : Fock ι := fun S => if S = ∅ then 1 else 0

/-- The operator `b⁺_j`, placing a pair on level `j` if it is empty. -/
def create (j : ι) : Module.End ℂ (Fock ι) where
  toFun ψ S := if j ∈ S then ψ (S.erase j) else 0
  map_add' ψ φ := by funext S; by_cases h : j ∈ S <;> simp [h]
  map_smul' c ψ := by funext S; by_cases h : j ∈ S <;> simp [h]

/-- The operator `1 - 2 n_j`: `-1` on an occupied level, `+1` on an empty one. -/
def polarity (j : ι) : Module.End ℂ (Fock ι) where
  toFun ψ S := if j ∈ S then -ψ S else ψ S
  map_add' ψ φ := by funext S; by_cases h : j ∈ S <;> simp [h, add_comm]
  map_smul' c ψ := by funext S; by_cases h : j ∈ S <;> simp [h]

/-- The collective pair creator `∑ w_i b⁺_i`. -/
def raise (w : ι → ℂ) : Module.End ℂ (Fock ι) := ∑ i, w i • create i

/-- The weighted sum `∑ v_i (1 - 2 n_i)`. -/
def polaritySum (v : ι → ℂ) : Module.End ℂ (Fock ι) := ∑ i, v i • polarity i

/-- Moving `∑ v_i (1 - 2 n_i)` past a collective pair creator leaves
`-2 ∑ v_i w_i b⁺_i`. -/
theorem polaritySum_mul_raise (v w : ι → ℂ) : polaritySum v * raise w =
    raise w * polaritySum v - (2 : ℂ) • raise (fun i => v i * w i) := by
  have hc : ∀ j i : ι, polarity j * create i =
      create i * polarity j - if i = j then (2 : ℂ) • create i else 0 := by
    intro j i
    refine LinearMap.ext fun ψ => funext fun S => ?_
    by_cases h : i = j
    · subst h
      by_cases hi : i ∈ S <;> simp [create, polarity, hi]
      ring
    · have h' : j ≠ i := Ne.symm h
      by_cases hi : i ∈ S <;> by_cases hj : j ∈ S <;>
        simp [create, polarity, hi, hj, h, h']
  have hz : ∀ i, polaritySum v * create i =
      create i * polaritySum v - (2 * v i) • create i := by
    intro i
    simp [polaritySum, sum_mul, mul_sum, hc, smul_sub, sum_sub_distrib, smul_smul, mul_comm]
  unfold raise
  rw [mul_sum, sum_mul, smul_sum, ← sum_sub_distrib]
  refine sum_congr rfl fun i _ => ?_
  rw [mul_smul_comm, hz, smul_mul_assoc]
  module

/-- Collective pair creators commute. -/
theorem raise_commute (v w : ι → ℂ) : Commute (raise v) (raise w) := by
  have hc : ∀ i j : ι, Commute (create i) (create j) := by
    intro i j
    refine LinearMap.ext fun ψ => funext fun S => ?_
    by_cases h : i = j
    · subst h; rfl
    · have h' : j ≠ i := Ne.symm h
      by_cases hi : i ∈ S <;> by_cases hj : j ∈ S <;>
        simp [create, hi, hj, h, h', erase_right_comm (a := i) (b := j)]
  exact Commute.sum_left _ _ _ fun i _ => Commute.sum_right _ _ _ fun j _ =>
    ((hc i j).smul_left _).smul_right _

/-- The product of the collective pair creators labelled by `s`, applied to the vacuum. -/
def pairState (w : α → ι → ℂ) (s : Finset α) : Fock ι :=
  (s.noncommProd (fun a => raise (w a)) fun a _ b _ _ => raise_commute (w a) (w b)) vacuum

/-- Adding a label to a product state applies its pair creator. -/
theorem pairState_insert (w : α → ι → ℂ) {s : Finset α} {a : α} (ha : a ∉ s) :
    pairState w (insert a s) = raise (w a) (pairState w s) := by
  have h := noncommProd_insert_of_notMem s a (fun a => raise (w a))
    (fun a _ b _ _ => raise_commute (w a) (w b)) ha
  exact LinearMap.congr_fun h vacuum

/-- The action of `∑ v_i (1 - 2 n_i)` on a product state: the vacuum value times the state, minus
twice the sum of states in which one pair has its amplitudes multiplied by `v`. -/
theorem polaritySum_pairState (v : ι → ℂ) (w : α → ι → ℂ) (s : Finset α) :
    polaritySum v (pairState w s) = (∑ i, v i) • pairState w s -
      (2 : ℂ) • ∑ b ∈ s, raise (fun i => v i * w b i) (pairState w (s.erase b)) := by
  induction s using Finset.induction_on with
  | empty =>
    have hv : ∀ i : ι, polarity i vacuum = vacuum := by
      intro i
      funext S
      by_cases h : S = ∅ <;> simp [polarity, vacuum, h]
    simp [pairState, polaritySum, LinearMap.sum_apply, hv, sum_smul]
  | insert a s ha ih =>
    have h := LinearMap.congr_fun (polaritySum_mul_raise v (w a)) (pairState w s)
    simp only [Module.End.mul_apply, LinearMap.sub_apply, LinearMap.smul_apply] at h
    have key : ∀ b ∈ s, raise (w a) (raise (fun i => v i * w b i) (pairState w (s.erase b)))
        = raise (fun i => v i * w b i) (pairState w ((insert a s).erase b)) := by
      intro b hb
      have hab : a ≠ b := by rintro rfl; exact ha hb
      rw [erase_insert_of_ne hab, pairState_insert w (fun h => ha (mem_of_mem_erase h))]
      exact LinearMap.congr_fun (raise_commute (w a) _).eq _
    rw [pairState_insert w ha, h, ih, map_sub, map_smul, map_smul, map_sum,
      sum_congr rfl key, sum_insert ha, erase_insert ha]
    module

end

end RichardsonGaudinZeroField
```

Messages:

```
Main.lean:90:10: error: unsolved goals
case empty
ι : Type u_1
α : Type u_2
inst✝² : Fintype ι
inst✝¹ : DecidableEq ι
inst✝ : DecidableEq α
v : ι → ℂ
w : α → ι → ℂ
hv : ∀ (i : ι), (polarity i) vacuum = vacuum
⊢ ∑ x, v x • (polarity x) ((∅.noncommProd (fun a => raise (w a)) ⋯) vacuum) =
    ∑ i, v i • (∅.noncommProd (fun a => raise (w a)) ⋯) vacuum
Main.lean:95:55: warning: This simp argument is unused:
  hv

Hint: Omit it from the simp argument list.
  [apply] simp [pairState, polaritySum, LinearMap.sum_apply, sum_smul]

Note: This linter can be disabled with `set_option linter.unusedSimpArgs false`
```

Lean accepts the file once it reads:

```diff
@@ -93,5 +93,7 @@
       funext S
       by_cases h : S = ∅ <;> simp [polarity, vacuum, h]
-    simp [pairState, polaritySum, LinearMap.sum_apply, hv, sum_smul]
+    have h0 : pairState w ∅ = vacuum := LinearMap.congr_fun (noncommProd_empty
+      (fun a => raise (w a)) (fun a _ b _ _ => raise_commute (w a) (w b))) vacuum
+    simp [h0, polaritySum, LinearMap.sum_apply, hv, sum_smul]
   | insert a s ha ih =>
     have h := LinearMap.congr_fun (polaritySum_mul_raise v (w a)) (pairState w s)
```

What went wrong. The error is in the `empty` case. Given `pairState`, `simp` unfolds the state to `∅.noncommProd …` applied to `vacuum`, and in the goal that remains this empty product has not been reduced to the identity. The messages don't show why `simp` left it so.

The fact `hv` says that `polarity i` fixes `vacuum`, but in the goal `polarity x` acts on the unreduced product applied to `vacuum`. The left side of `hv` therefore doesn't match, which is why the warning calls `hv` unused. Without it, `simp` can't remove `polarity x` from the left-hand sum, the only difference between the two sides.

The repair proves `h0 : pairState w ∅ = vacuum` separately, by applying both sides of `noncommProd_empty` to `vacuum`. In the `simp` call `h0` takes the place of `pairState`, so the state is no longer unfolded but rewritten straight to `vacuum`. Then `hv` applies, and both sides become the same sum of `v i • vacuum`.
